# How a Logarithmic Potential Convention Shifts the Pressure of a Charged Cell

## One charge and a moving zero of potential

Place a charge $q$ in a periodically repeated cell of volume $V$, with a uniform background that neutralises it. The periodic problem leaves the zero of the electrostatic potential open, so a convention has to supply it. If a change of convention adds $\varphi$ to the potential everywhere in the cell, the energy assigned to the charge changes by $q\varphi$. The same shift would change the energy of the background by $-q\varphi$ and cancel this; the energies below leave that change of the background out. A constant $\varphi$ does nothing to the pressure, but conventions can differ by an amount that varies with the volume.

Suppose that this amount is $\varphi(V) = a\log V$ and that no other energy is present. Then

$$E(V) = q\,a\log V, \qquad -E'(V) = -\frac{q\,a}{V}.$$

For $q = 1$ and $V = 2$, the convention $a = 0$ gives pressure $0$ and the convention $a = 1$ gives pressure $-1/2$. The charge and the cell are the same in both cases. Only the bookkeeping of the potential has changed, and the pressure has changed with it. For $q = 0$ the effect disappears.

The coefficient $a$ says how fast the reference potential moves under strain: a small relative volume change $\delta V/V$ shifts it by $a\,\delta V/V$. It therefore plays the part of a deformation potential for the reference level. The volume inside the logarithm is measured in some fixed unit, and another unit only adds a constant to the energy.

## The pressure with all three contributions

A charged cell also has an energy $E_0(V)$ that doesn't depend on the convention, and a Madelung energy from the interaction of the charge with its periodic images and the background. At fixed cell shape the latter scales as the inverse of the cell length, hence as $V^{-1/3}$. The model is

$$E(V) = E_0(V) + E_M(V) + q\,a\log V, \qquad E_M(V) = -c\,V^{-1/3}, \qquad V > 0.$$

For a point charge, $c$ would be proportional to $q^2$ and would contain the Madelung constant of the lattice and the dielectric screening. Here $c$ is any real constant.

The power rule gives

$$E_M'(V) = -c\left(-\tfrac13\right)V^{-4/3} = \frac{c}{3}\,V^{-4/3}.$$

Since $V^{-4/3} = V^{-1/3}/V$, the pressure of the Madelung energy alone is

$$-E_M'(V) = -\frac{c}{3}\,\frac{V^{-1/3}}{V} = \frac{E_M(V)}{3V}.$$

For $c > 0$ both the energy and this pressure are negative, so the Madelung term favours contraction.

If $E_0$ is differentiable at $V$, the three derivatives add up. Write $P(a)$ for the pressure at this volume under the convention $a$:

$$P(a) = -E_0'(V) - \frac{c}{3}\,V^{-4/3} - \frac{q\,a}{V}.$$

## Comparing, fixing and cancelling the convention

Let $a'$ be a second convention, with $E_0$, $c$, $q$ and $V$ unchanged. The first two terms of the pressure cancel in the difference:

$$P(a') - P(a) = -\frac{q\,(a'-a)}{V}.$$

Because $V$ is positive, the right-hand side vanishes exactly when $q(a'-a) = 0$, which means $q = 0$ or $a' = a$.

Now let $q \neq 0$ and prescribe a pressure $p$. Setting $a = 0$ as the starting convention, the equation $P(a) = p$ reads $P(0) - qa/V = p$, and its only solution is

$$a = \frac{(P(0) - p)\,V}{q}.$$

Any pressure can thus be obtained by a suitable convention. A pressure quoted for a charged cell in this model says nothing definite until $a$ is stated with it.

Finally, take finitely many cells with charges $q_i$, all at the same volume and under the same convention. Their energies may differ in every other respect. Adding the individual shifts gives

$$\sum_i P_i(a') - \sum_i P_i(a) = -\frac{\left(\sum_i q_i\right)(a'-a)}{V}.$$

If the total charge is zero, the sum of the pressures is the same for all conventions. Conversely, if it is the same for all conventions, the choice $a = 0$, $a' = 1$ forces $\sum_i q_i = 0$. This applies, for instance, to a positive and a negative defect of opposite charge, computed in separate cells of equal volume. The summed pressure is minus the derivative of their total energy with respect to the common volume $V$ of each cell, when both cells are scaled together.

In supercell calculations, the residual pressure of a charged defect cell is used to estimate the defect's relaxation volume. Within this model of isotropic volume changes and a logarithmic reference shift, the pressure that enters such an estimate contains the convention-dependent term $-qa/V$.

## Energies and pressure as functions of volume

```lean
import Mathlib

open Finset

namespace ChargedCellPressure

noncomputable section
```

The Madelung energy has its own definition, so that its pressure can be examined separately.

```lean
/-- The Madelung energy `-c V^(-1/3)` of a charged cell of volume `V > 0`. -/
def madelungEnergy (c V : ℝ) : ℝ := -c * V ^ (-(1 / 3) : ℝ)
```

The exponent is a real number, and `V ^ (-(1 / 3) : ℝ)` is the real power $V^{-1/3}$. The sign is part of the definition: a positive `c` means a negative energy.

```lean
/-- The energy of a cell of volume `V > 0` and charge `q`: a part `E0`, the Madelung energy,
and the term `q a log V` set by the convention `a` for the electrostatic potential. -/
def cellEnergy (E0 : ℝ → ℝ) (c q a V : ℝ) : ℝ :=
  E0 V + madelungEnergy c V + q * a * Real.log V
```

The function `E0` collects everything that doesn't depend on the convention. The parameters `c` and `q` are independent in this definition, so the results hold for any relation between them, including $c \propto q^2$. The letter `a` is the coefficient of the logarithm, not the potential offset itself, which is $a\log V$.

```lean
/-- The pressure is minus the volume derivative of the energy, at volumes where the energy is
differentiable. -/
def pressure (E : ℝ → ℝ) (V : ℝ) : ℝ := -deriv E V
```

This is the thermodynamic pressure at zero temperature, $-dE/dV$, and it takes any energy function as its argument. Lean's `deriv` returns zero where a function has no derivative, which is why the theorems about the full cell energy ask for differentiability of `E0`. They ask for it only at the volume `V` under consideration.

The definitions contain a single scalar volume. Shear and changes of cell shape are absent, and `c` and `a` are held constant while the volume varies. What remains for the user to justify is the identification of a computed total energy with `cellEnergy`: that its image interaction and its reference potential really follow these two laws near the volume of interest.

## The one-third law for the Madelung energy

```lean
variable {E0 : ℝ → ℝ} {V : ℝ}

/-- At positive volume the Madelung energy has the volume derivative `c V^(-4/3) / 3`. -/
theorem hasDerivAt_madelungEnergy (c : ℝ) (hV : 0 < V) :
    HasDerivAt (madelungEnergy c) (c / 3 * V ^ (-(4 / 3) : ℝ)) V := by
  have h := (Real.hasDerivAt_rpow_const (p := -(1 / 3)) (Or.inl hV.ne')).const_mul (-c)
  have e : (-(1 / 3) : ℝ) - 1 = -(4 / 3) := by norm_num
  rw [e] at h
  exact h.congr_deriv (by ring)
```

`HasDerivAt f d V` states that $f$ is differentiable at $V$ with derivative $d$. The proof takes the power rule from Mathlib, which applies because $V \neq 0$, and multiplies it by the constant $-c$. The equation `e` computes the new exponent, $-\tfrac13 - 1 = -\tfrac43$, and `ring` collects the factor $c/3$.

```lean
/-- At positive volume the pressure of the Madelung energy is one third of that energy divided
by the volume. -/
theorem pressure_madelungEnergy (c : ℝ) (hV : 0 < V) :
    pressure (madelungEnergy c) V = madelungEnergy c V / (3 * V) := by
  -- one power of the volume is split off
  have e : V ^ (-(4 / 3) : ℝ) = V ^ (-(1 / 3) : ℝ) / V := by
    rw [← Real.rpow_sub_one hV.ne']
    norm_num
  unfold pressure
  rw [(hasDerivAt_madelungEnergy c hV).deriv, e]
  unfold madelungEnergy
  ring
```

In words: for every real $c$ and every $V > 0$, the pressure of the Madelung energy is that energy divided by $3V$. The equation `e` is the step $V^{-4/3} = V^{-1/3}/V$ of the derivation above. After the derivative and this identity have been inserted, both sides are the same expression in $c$, $V^{-1/3}$ and $V$.

## The full pressure and its shift

```lean
/-- The pressure of a charged cell at a positive volume where `E0` is differentiable:
`-E0'(V) - c V^(-4/3) / 3 - q a / V`. -/
theorem pressure_cellEnergy (c q a : ℝ) (hE : DifferentiableAt ℝ E0 V) (hV : 0 < V) :
    pressure (cellEnergy E0 c q a) V =
      -deriv E0 V - c * V ^ (-(4 / 3) : ℝ) / 3 - q * a / V := by
  -- the three contributions are differentiated separately
  have h : HasDerivAt (cellEnergy E0 c q a)
      (deriv E0 V + c / 3 * V ^ (-(4 / 3) : ℝ) + q * a * V⁻¹) V :=
    (hE.hasDerivAt.fun_add (hasDerivAt_madelungEnergy c hV)).fun_add
      ((Real.hasDerivAt_log hV.ne').const_mul (q * a))
  unfold pressure
  rw [h.deriv]
  ring
```

The hypothesis `hE` is differentiability of `E0` at `V`, and `hV` is positivity of the volume. The conclusion is the formula for $P(a)$. The intermediate statement `h` adds three derivatives: that of `E0`, the one just found for the Madelung energy, and $qa\,V^{-1}$ from the logarithm. Reversing the sign gives the pressure.

```lean
/-- Changing the potential convention from `a` to `a'` shifts the pressure by
`-q (a' - a) / V`, at a positive volume where `E0` is differentiable. -/
theorem pressure_convention_shift (c q a a' : ℝ) (hE : DifferentiableAt ℝ E0 V)
    (hV : 0 < V) :
    pressure (cellEnergy E0 c q a') V - pressure (cellEnergy E0 c q a) V =
      -(q * (a' - a)) / V := by
  rw [pressure_cellEnergy c q a' hE hV, pressure_cellEnergy c q a hE hV]
  ring
```

This theorem compares two cells that differ only in `a`. The proof inserts the pressure formula twice and lets the common terms cancel. The difference is taken as new minus old, so for a positive charge an increase of the coefficient lowers the pressure.

## When two conventions agree

```lean
/-- Two potential conventions give the same pressure exactly when the cell is neutral or the
conventions coincide, at a positive volume where `E0` is differentiable. -/
theorem pressure_eq_iff (c q a a' : ℝ) (hE : DifferentiableAt ℝ E0 V) (hV : 0 < V) :
    pressure (cellEnergy E0 c q a') V = pressure (cellEnergy E0 c q a) V ↔
      q = 0 ∨ a' = a := by
  refine sub_eq_zero.symm.trans ?_
  rw [pressure_convention_shift c q a a' hE hV, div_eq_zero_iff, neg_eq_zero, mul_eq_zero,
    sub_eq_zero]
  simp [hV.ne']
```

The equivalence says that equal pressures occur only for a neutral cell or for equal coefficients `a` and `a'`, and that either condition suffices. A constant offset between two conventions is not recorded by these coefficients and leaves the pressure unchanged. The proof first replaces the equality by the vanishing of a difference and then inserts the shift. A quotient vanishes when its numerator or its denominator does. The denominator is excluded by `hV.ne'`, which is $V \neq 0$, and the numerator splits into the factors $q$ and $a' - a$.

```lean
/-- For a cell with nonzero charge, every prescribed pressure `p` is produced by exactly one
potential convention, at a positive volume where `E0` is differentiable. -/
theorem existsUnique_convention (c p : ℝ) {q : ℝ} (hq : q ≠ 0)
    (hE : DifferentiableAt ℝ E0 V) (hV : 0 < V) :
    ∃! a : ℝ, pressure (cellEnergy E0 c q a) V = p := by
  have key : ∀ x : ℝ, -(q * (x * V / q - 0)) / V = -x := by
    intro x
    have hV' : V ≠ 0 := hV.ne'
    rw [sub_zero]
    field_simp
  -- the convention that moves the pressure from its value at `a = 0` to `p`
  have h0 : pressure (cellEnergy E0 c q
      ((pressure (cellEnergy E0 c q 0) V - p) * V / q)) V = p := by
    have h := pressure_convention_shift c q 0
      ((pressure (cellEnergy E0 c q 0) V - p) * V / q) hE hV
    rw [key] at h
    linarith
  refine ⟨_, h0, ?_⟩
  intro b hb
  have hb' : pressure (cellEnergy E0 c q b) V = p := hb
  exact ((pressure_eq_iff c q _ b hE hV).1 (hb'.trans h0.symm)).resolve_left hq
```

The symbol `∃!` means "there is exactly one". For a nonzero charge and any real target `p`, a single coefficient `a` produces the pressure `p`.

The proof uses the explicit solution $a = (P(0)-p)V/q$. The auxiliary identity `key` evaluates the shift for a convention of the form $xV/q$ measured from $a = 0$, and finds $-x$. With $x = P(0) - p$, the statement `h0` follows: the pressure moves from $P(0)$ to $p$. For uniqueness, a second convention `b` with the same pressure is handed to `pressure_eq_iff`. Its alternative $q = 0$ is ruled out by `hq`, so `b` must be the convention already found.

## Cells whose charges add up to zero

```lean
/-- For finitely many cells at a common positive volume, where each `F i` is differentiable, the sum
of the pressures is independent of the shared potential convention exactly when the charges add up
to zero. -/
theorem sum_pressure_invariant_iff {ι : Type*} [Fintype ι] (F : ι → ℝ → ℝ) (c q : ι → ℝ)
    (hF : ∀ i, DifferentiableAt ℝ (F i) V) (hV : 0 < V) :
    (∀ a a' : ℝ, ∑ i, pressure (cellEnergy (F i) (c i) (q i) a') V =
      ∑ i, pressure (cellEnergy (F i) (c i) (q i) a) V) ↔ ∑ i, q i = 0 := by
  -- the shifts of the single cells add up to the shift of the total charge
  have h : ∀ a a' : ℝ, ∑ i, pressure (cellEnergy (F i) (c i) (q i) a') V -
      ∑ i, pressure (cellEnergy (F i) (c i) (q i) a) V =
        -((∑ i, q i) * (a' - a)) / V := by
    intro a a'
    rw [← Finset.sum_sub_distrib, Finset.sum_mul, ← Finset.sum_neg_distrib, Finset.sum_div]
    exact Finset.sum_congr rfl fun i _ =>
      pressure_convention_shift (c i) (q i) a a' (hF i) hV
  constructor
  · intro H
    have h1 := h 0 1
    rw [H 0 1, sub_self] at h1
    have h2 := (div_eq_zero_iff.1 h1.symm).resolve_right hV.ne'
    linarith
  · intro hq a a'
    have h1 := h a a'
    rw [hq, zero_mul, neg_zero, zero_div] at h1
    exact sub_eq_zero.1 h1

end

end ChargedCellPressure
```

The finite type `ι` labels the cells. Cell `i` has its own convention-free energy `F i`, Madelung coefficient `c i` and charge `q i`, while the volume `V` and the convention are shared. The left side of the equivalence demands equal sums for every pair `a`, `a'`, and the right side is neutrality of the whole family. For one cell this reduces to $q = 0$. For an empty family both sides are true.

The statement `h` is the summed shift. It is proved by bringing the total charge, the sign and the division by $V$ under the sum and applying `pressure_convention_shift` to each cell. In the forward direction, the pair $a = 0$, $a' = 1$ turns `h` into $0 = -\left(\sum_i q_i\right)/V$, and $V \neq 0$ leaves a vanishing total charge. In the backward direction, a vanishing total charge makes the right side of `h` zero for every pair of conventions, so the two sums agree.

```lean
#print axioms ChargedCellPressure.pressure_madelungEnergy
#print axioms ChargedCellPressure.pressure_convention_shift
#print axioms ChargedCellPressure.existsUnique_convention
#print axioms ChargedCellPressure.sum_pressure_invariant_iff
```

```
'ChargedCellPressure.pressure_madelungEnergy' depends on axioms: [propext, Classical.choice, Quot.sound]
'ChargedCellPressure.pressure_convention_shift' depends on axioms: [propext, Classical.choice, Quot.sound]
'ChargedCellPressure.existsUnique_convention' depends on axioms: [propext, Classical.choice, Quot.sound]
'ChargedCellPressure.sum_pressure_invariant_iff' depends on axioms: [propext, Classical.choice, Quot.sound]
```
